# For $N\ge 1$, pair products of plane waves with wave vectors in $\{0,\dots,N-1\}^d$ span exactly $(2N-1)^d$ dimensions

Take the two orbitals $1$ and $e^{\mathrm{i}x}$ on a line. Their four products, with the first factor conjugated, are $1$, $e^{\mathrm{i}x}$, $e^{-\mathrm{i}x}$ and $1$ again. Two of the four coincide, and three independent functions remain. With $N$ plane waves per direction in $d$ dimensions, the same coincidences should leave $(2N-1)^d$ independent products out of $N^{2d}$. For large $N$, $(2N-1)^d$ is about $2^d$ times the number of orbitals. I would like to see this count made rigorous and machine-checked, together with what it implies for the size of an exact density-fitting basis.

## Counting wave-vector differences

Yes, the count is exact. Write $e_m(x)=\exp(\mathrm{i}\,m\cdot x)$ for $m\in\mathbb Z^d$ and $x\in\mathbb R^d$, with upright $\mathrm{i}$ for the imaginary unit and italic $i$ for a component index. Then

$$\overline{e_m(x)}\,e_n(x)=\exp(-\mathrm{i}\,m\cdot x)\exp(\mathrm{i}\,n\cdot x)=e_{n-m}(x).$$

For orbitals $j,k\in\{0,\dots,N-1\}^d$, the pair density is therefore $e_{k-j}$, and each component of $k-j$ lies strictly between $-N$ and $N$. Every integer vector $m$ in that range occurs: choose $k_i=\max(m_i,0)$ and $j_i=\max(-m_i,0)$. Both lie in $\{0,\dots,N-1\}$, and $k_i-j_i=m_i$. The pair densities are thus exactly the plane waves with $-N<m_i<N$, of which there are $(2N-1)^d$.

It remains to show that they are linearly independent. First, different wave vectors give different functions. If $m_i\ne n_i$ for some $i$, let $a$ have $i$-th component $\pi/(n_i-m_i)$ and all others zero. Then $\overline{e_m(a)}\,e_n(a)=e^{\mathrm{i}\pi}=-1$, whereas equal values would give $|e_m(a)|^2=1$.

Now suppose that $\sum_m c_m e_m=0$ is a nontrivial relation with as few nonzero coefficients as possible. It has at least two terms, since a plane wave vanishes nowhere. Pick two of its wave vectors $p\neq q$ and a point $a$ with $e_p(a)\ne e_q(a)$. Replacing $x$ by $x+a$ gives $\sum_m c_m e_m(a)e_m(x)=0$. Subtracting $e_p(a)$ times the original relation leaves

$$\sum_m c_m\,[e_m(a)-e_p(a)]\,e_m(x)=0.$$

The term $p$ has gone and the term $q$ survives, so this is a shorter nontrivial relation, a contradiction.

The pair space therefore has dimension $(2N-1)^d$. The orbitals are themselves $N^d$ distinct plane waves, so they span $N^d$ dimensions, and the ratio is

$$\left(\frac{2N-1}{N}\right)^d=\left(2-\frac1N\right)^d\longrightarrow 2^d .$$

Finally, if $M$ auxiliary functions $\zeta_\mu$ satisfy $\overline{e_j}\,e_k=\sum_\mu C_{jk\mu}\,\zeta_\mu$ for all $j,k$, their span contains the pair space, and hence $M\ge(2N-1)^d$.

## Orbitals, pair densities and fits in Lean

`planeWave m` is the function $e_m$ on `Fin d → ℝ`. Integer wave vectors correspond to a periodic cell of side $2\pi$. An `orbital` is labelled by `k : Fin d → Fin N`, which encodes the cubic block of wave vectors, and `pairDensity j k` conjugates the first factor. `orbitalSpace` and `pairSpace` are complex spans of functions, and `Module.finrank` is their dimension.

`finrank_pairSpace` states the count for every $d$ and every $N\ge1$. It is an equation between integers, so the subtraction in $2N-1$ is the ordinary one. At $N=0$ and $d\ge1$ there are no orbitals, while the formula would give $(-1)^d$; this is why `hN` is assumed.

`tendsto_pair_orbital_ratio` is the limit at fixed $d$. In `exact_fitting_lower_bound`, the hypothesis `hfit` says that the fit is exact at every point of space. The coefficients `C` are arbitrary, so the bound also applies to interpolative separable density fitting (ISDF) whenever that fit is exact; there the coefficients are the values of the pair density at interpolation points.

For this cubic block of plane waves, an exact fit in three dimensions thus needs nearly eight auxiliary functions per orbital when $N$ is large. The theorems do not treat fits within a tolerance, spherical energy cutoffs or orbitals other than single plane waves.

The functions could also have been modelled by their values on a uniform grid with $P$ points per direction across the cell. Plane waves whose wave vectors agree modulo $P$ in every component then become the same function, and the dimension becomes $\min(P,2N-1)^d$. The count would thus depend on the grid unless $P\ge 2N-1$; continuous space avoids this aliasing.

```lean
import Mathlib

open Filter Topology ComplexConjugate

namespace PlaneWavePairDensities

noncomputable section

/-- The plane wave `exp(i m·x)` on `d`-dimensional space with integer wave vector `m`. -/
def planeWave {d : ℕ} (m : Fin d → ℤ) (x : Fin d → ℝ) : ℂ :=
  Complex.exp (((∑ i, (m i : ℝ) * x i : ℝ) : ℂ) * Complex.I)

/-- The plane-wave orbital whose wave vector `k` has components in `{0, ..., N-1}`. -/
def orbital {d N : ℕ} (k : Fin d → Fin N) : (Fin d → ℝ) → ℂ :=
  planeWave (fun i => ((k i : ℕ) : ℤ))

/-- The pair density `conj(e_j) e_k` of two orbitals. -/
def pairDensity {d N : ℕ} (j k : Fin d → Fin N) : (Fin d → ℝ) → ℂ :=
  fun x => conj (orbital j x) * orbital k x

/-- The complex span of the orbitals. -/
def orbitalSpace (d N : ℕ) : Submodule ℂ ((Fin d → ℝ) → ℂ) :=
  Submodule.span ℂ (Set.range (orbital : (Fin d → Fin N) → (Fin d → ℝ) → ℂ))

/-- The complex span of all pair densities. -/
def pairSpace (d N : ℕ) : Submodule ℂ ((Fin d → ℝ) → ℂ) :=
  Submodule.span ℂ (Set.range
    (fun p : (Fin d → Fin N) × (Fin d → Fin N) => pairDensity p.1 p.2))

/-- The integer wave vectors with every component strictly between `-N` and `N`. -/
def modes (d N : ℕ) : Finset (Fin d → ℤ) :=
  Fintype.piFinset (fun _ => Finset.Ioo (-(N : ℤ)) (N : ℤ))

/-- The product of a conjugated plane wave with another one is the plane wave
of the wave vector difference. -/
theorem conj_planeWave_mul {d : ℕ} (m n : Fin d → ℤ) (x : Fin d → ℝ) :
    conj (planeWave m x) * planeWave n x = planeWave (n - m) x := by
  have h : ∑ i, (((n - m) i : ℤ) : ℝ) * x i
      = ∑ i, (n i : ℝ) * x i - ∑ i, (m i : ℝ) * x i := by
    simp only [Pi.sub_apply, Int.cast_sub, sub_mul, Finset.sum_sub_distrib]
  unfold planeWave
  rw [h, ← Complex.exp_conj, ← Complex.exp_add, map_mul, Complex.conj_ofReal,
    Complex.conj_I, Complex.ofReal_sub]
  congr 1
  ring

/-- Different wave vectors give different plane waves. -/
theorem planeWave_injective {d : ℕ} :
    Function.Injective (planeWave : (Fin d → ℤ) → (Fin d → ℝ) → ℂ) := by
  intro m n h
  by_contra hne
  obtain ⟨i, hi⟩ := Function.ne_iff.1 hne
  have hd : (n i : ℝ) - (m i : ℝ) ≠ 0 :=
    sub_ne_zero.2 (by exact_mod_cast Ne.symm hi)
  -- a point at which the relative phase of the two waves is π
  let x : Fin d → ℝ := Pi.single i (Real.pi / ((n i : ℝ) - (m i : ℝ)))
  have hxi : x i = Real.pi / ((n i : ℝ) - (m i : ℝ)) := Pi.single_eq_same i _
  have hs : ∑ l, (((n - m) l : ℤ) : ℝ) * x l = Real.pi := by
    rw [Finset.sum_eq_single i]
    · rw [hxi, Pi.sub_apply, Int.cast_sub]
      field_simp
    · intro l _ hl
      have hxl : x l = 0 := Pi.single_eq_of_ne hl _
      rw [hxl, mul_zero]
    · intro hmem
      exact absurd (Finset.mem_univ i) hmem
  have h1 : conj (planeWave m x) * planeWave n x = -1 := by
    rw [conj_planeWave_mul, planeWave, hs, Complex.exp_pi_mul_I]
  have h2 : conj (planeWave m x) * planeWave m x = 1 := by
    rw [conj_planeWave_mul]
    simp [planeWave]
  rw [← h, h2] at h1
  norm_num at h1

/-- A plane wave as a multiplicative character of the translation group. -/
def planeWaveHom {d : ℕ} (m : Fin d → ℤ) : Multiplicative (Fin d → ℝ) →* ℂ where
  toFun x := planeWave m x.toAdd
  map_one' := by simp [planeWave]
  map_mul' x y := by
    simp only [planeWave, toAdd_mul, Pi.add_apply, mul_add, Finset.sum_add_distrib,
      Complex.ofReal_add, add_mul, Complex.exp_add]

/-- Plane waves with distinct integer wave vectors are linearly independent. -/
theorem planeWave_linearIndependent {d : ℕ} :
    LinearIndependent ℂ (planeWave : (Fin d → ℤ) → (Fin d → ℝ) → ℂ) := by
  have hinj : Function.Injective (planeWaveHom (d := d)) := by
    intro m n h
    apply planeWave_injective
    funext x
    exact DFunLike.congr_fun h (Multiplicative.ofAdd x)
  -- distinct characters are linearly independent
  have hli := (linearIndependent_monoidHom (Multiplicative (Fin d → ℝ)) ℂ).comp _ hinj
  rw [linearIndependent_iff'] at hli ⊢
  intro s g hg
  apply hli s g
  funext x
  have hx := congrFun hg x.toAdd
  rw [Finset.sum_apply] at hx ⊢
  exact hx

/-- The pair densities span the same space as the plane waves whose wave vector
components lie strictly between `-N` and `N`. -/
theorem pairSpace_eq_span_modes (d N : ℕ) :
    pairSpace d N = Submodule.span ℂ (Set.range (fun m : modes d N => planeWave m.1)) := by
  have hpair : ∀ j k : Fin d → Fin N, pairDensity j k
      = planeWave (fun i => ((k i : ℕ) : ℤ) - ((j i : ℕ) : ℤ)) := by
    intro j k
    funext x
    exact conj_planeWave_mul _ _ x
  unfold pairSpace
  congr 1
  ext f
  constructor
  · rintro ⟨⟨j, k⟩, rfl⟩
    refine ⟨⟨fun i => ((k i : ℕ) : ℤ) - ((j i : ℕ) : ℤ), ?_⟩, (hpair j k).symm⟩
    simp only [modes, Fintype.mem_piFinset, Finset.mem_Ioo]
    intro i
    have h1 := (j i).isLt
    have h2 := (k i).isLt
    omega
  · rintro ⟨⟨m, hm⟩, rfl⟩
    simp only [modes, Fintype.mem_piFinset, Finset.mem_Ioo] at hm
    -- split each component into its positive and negative part
    refine ⟨(fun i => ⟨(-m i).toNat, by have := hm i; omega⟩,
      fun i => ⟨(m i).toNat, by have := hm i; omega⟩), ?_⟩
    refine (hpair _ _).trans ?_
    congr 1
    funext i
    show ((m i).toNat : ℤ) - ((-m i).toNat : ℤ) = m i
    omega

/-- The orbitals span a space of dimension `N^d`. -/
theorem finrank_orbitalSpace (d N : ℕ) :
    Module.finrank ℂ (orbitalSpace d N) = N ^ d := by
  have hinj : Function.Injective
      (fun (k : Fin d → Fin N) (i : Fin d) => ((k i : ℕ) : ℤ)) := by
    intro j k h
    funext i
    have hi : ((j i : ℕ) : ℤ) = ((k i : ℕ) : ℤ) := congrFun h i
    exact Fin.ext (by exact_mod_cast hi)
  have hli : LinearIndependent ℂ (orbital : (Fin d → Fin N) → (Fin d → ℝ) → ℂ) :=
    planeWave_linearIndependent.comp _ hinj
  unfold orbitalSpace
  rw [finrank_span_eq_card hli]
  simp

/-- For `N ≥ 1` the pair densities of the `N^d` plane-wave orbitals span a space of
dimension exactly `(2N-1)^d`. -/
theorem finrank_pairSpace (d N : ℕ) (hN : 1 ≤ N) :
    (Module.finrank ℂ (pairSpace d N) : ℤ) = (2 * (N : ℤ) - 1) ^ d := by
  have hli : LinearIndependent ℂ (fun m : modes d N => planeWave m.1) :=
    planeWave_linearIndependent.comp _ Subtype.val_injective
  have hc : (((N : ℤ) - -(N : ℤ) - 1).toNat : ℤ) = 2 * (N : ℤ) - 1 := by omega
  rw [pairSpace_eq_span_modes, finrank_span_eq_card hli, Fintype.card_coe]
  simp only [modes, Fintype.card_piFinset, Finset.prod_const, Int.card_Ioo,
    Finset.card_univ, Fintype.card_fin]
  rw [Nat.cast_pow, hc]

/-- The ratio of the dimension of the pair space to that of the orbital space tends
to `2^d` as `N` grows. -/
theorem tendsto_pair_orbital_ratio (d : ℕ) :
    Tendsto (fun N : ℕ => (Module.finrank ℂ (pairSpace d N) : ℝ)
      / (Module.finrank ℂ (orbitalSpace d N) : ℝ)) atTop (𝓝 (2 ^ d)) := by
  have h : Tendsto (fun N : ℕ => (2 - 1 / (N : ℝ)) ^ d) atTop (𝓝 (2 ^ d)) := by
    simpa using ((tendsto_const_nhds (x := (2 : ℝ))).sub
      (tendsto_one_div_atTop_nhds_zero_nat (𝕜 := ℝ))).pow d
  refine h.congr' ?_
  filter_upwards [eventually_ge_atTop 1] with N hN
  have h1 : (Module.finrank ℂ (pairSpace d N) : ℝ) = (2 * (N : ℝ) - 1) ^ d := by
    exact_mod_cast congrArg (Int.cast : ℤ → ℝ) (finrank_pairSpace d N hN)
  have h0 : (N : ℝ) ≠ 0 := by
    have : N ≠ 0 := by omega
    exact_mod_cast this
  rw [h1, finrank_orbitalSpace, Nat.cast_pow, ← div_pow]
  congr 1
  field_simp

/-- For `N ≥ 1`, if `M` auxiliary functions `ζ` reproduce every pair density exactly, with any
fitting coefficients `C`, then `M` is at least `(2N-1)^d`. -/
theorem exact_fitting_lower_bound {d N M : ℕ} (hN : 1 ≤ N)
    (ζ : Fin M → (Fin d → ℝ) → ℂ)
    (C : (Fin d → Fin N) → (Fin d → Fin N) → Fin M → ℂ)
    (hfit : ∀ j k x, pairDensity j k x = ∑ μ, C j k μ * ζ μ x) :
    (2 * (N : ℤ) - 1) ^ d ≤ (M : ℤ) := by
  -- exact fitting places the pair space inside the auxiliary space
  have hle : pairSpace d N ≤ Submodule.span ℂ (Set.range ζ) := by
    refine Submodule.span_le.2 ?_
    rintro _ ⟨⟨j, k⟩, rfl⟩
    have hsum : pairDensity j k = ∑ μ, C j k μ • ζ μ := by
      funext x
      rw [hfit, Finset.sum_apply]
      rfl
    show pairDensity j k ∈ Submodule.span ℂ (Set.range ζ)
    rw [hsum]
    exact Submodule.sum_mem _ fun μ _ =>
      Submodule.smul_mem _ _ (Submodule.subset_span ⟨μ, rfl⟩)
  have : FiniteDimensional ℂ (Submodule.span ℂ (Set.range ζ)) :=
    FiniteDimensional.span_of_finite ℂ (Set.finite_range ζ)
  have h1 := LinearMap.finrank_le_finrank_of_injective
    (f := Submodule.inclusion hle) (Submodule.inclusion_injective hle)
  have h2 : Module.finrank ℂ (Submodule.span ℂ (Set.range ζ)) ≤ Fintype.card (Fin M) :=
    finrank_range_le_card ζ
  rw [Fintype.card_fin] at h2
  rw [← finrank_pairSpace d N hN]
  exact_mod_cast h1.trans h2

end

end PlaneWavePairDensities
```

```lean
#print axioms PlaneWavePairDensities.pairSpace_eq_span_modes
-- 'PlaneWavePairDensities.pairSpace_eq_span_modes' depends on axioms: [propext, Classical.choice, Quot.sound]
#print axioms PlaneWavePairDensities.tendsto_pair_orbital_ratio
-- 'PlaneWavePairDensities.tendsto_pair_orbital_ratio' depends on axioms: [propext, Classical.choice, Quot.sound]
#print axioms PlaneWavePairDensities.exact_fitting_lower_bound
-- 'PlaneWavePairDensities.exact_fitting_lower_bound' depends on axioms: [propext, Classical.choice, Quot.sound]
```

## From characters to the dimension

`conj_planeWave_mul` is the product rule: it splits the sum in the exponent and combines the two exponentials. `planeWave_injective` uses the point $a$ above, called `x` in the code, and reaches the contradiction $1=-1$.

`planeWaveHom` records that $e_m(x+y)=e_m(x)e_m(y)$, which makes a plane wave a multiplicative character of the translations. `planeWave_linearIndependent` then applies Mathlib's `linearIndependent_monoidHom`, the general theorem that distinct characters are linearly independent. The shortening argument above proves it by hand for plane waves.

`pairSpace_eq_span_modes` shows that the two generating sets are equal. One direction bounds the differences $k_i-j_i$. The other splits $m_i$ into `(m i).toNat` and `(-m i).toNat`, the two maxima used above, and `omega` settles the integer arithmetic.

Both dimension theorems use `finrank_span_eq_card`: the span of an independent family has as many dimensions as the family has members. For the pair space, the members are counted by `Int.card_Ioo` in each component. The limit is first proved for $(2-1/N)^d$ and then transferred to the ratio, which agrees with it for all $N\ge1$.

For the fitting bound, `hle` places the pair space inside the span of the `ζ`. The inclusion map is injective, so the dimension cannot decrease, and `finrank_range_le_card` bounds the dimension of the larger space by $M$.
